# Hyperbolic extrapolation cancels the $1/N$ error of a band sum with $n^2a_n\to c$

I am computing a GW quasiparticle energy, and the Coulomb-hole part of the self-energy creeps towards its limit as I add empty bands. The screened interaction is held fixed, so only the number $N$ of the last band in the sum changes. I have the values $S_N$ and $S_{2N}$, and a colleague suggests quoting $2S_{2N}-S_N$, which would be right if the missing part were exactly $c/N$.

But my band contributions $a_n$ only approach $c/n^2$ for large $n$, and I know nothing about the corrections. Could slowly dying corrections, summed over infinitely many bands, leave an error of order $1/N$ after all?

## Corrections of unknown rate cannot restore the $1/N$ term

No. If $n^2a_n\to c$, the extrapolated error is smaller than order $1/N$, however slowly the limit is approached. What you don't get is a rate, or a value of $N$ from which the extrapolation is good.

The condition stands for free-electron-like high bands. For a plane wave of large wave number $G$, the Coulomb factor, the plasmon-pole strength divided by the mode energy, and the reciprocal of the energy denominator each scale as $G^{-2}$. The band number grows as $G^3$, so a contribution of order $G^{-6}$ is of order $n^{-2}$. This estimate gives only the power; that $n^2a_n$ settles to a limit is a further assumption. The estimate also takes the screened interaction at all wave vectors. With a fixed cutoff on them, the contributions of bands far above the cutoff fall off faster than $n^{-2}$, so $c=0$, and a $1/N$ trend seen below the cutoff doesn't continue.

**The sum converges.** Write $S_N=\sum_{n=0}^{N}a_n$. From some $n$ on, $|n^2a_n|<|c|+1$, so $|a_n|\le(|c|+1)/n^2$. Comparison with $\sum 1/n^2$ gives a finite sum $S$. Let $R_N=S-S_N$ be the missing part.

**The missing part behaves as $c/N$.** Since $\frac1{n(n+1)}=\frac1n-\frac1{n+1}$, the sum telescopes:
$$\sum_{n>N}\frac1{n(n+1)}=\frac1{N+1}.$$
If $l\le n(n+1)a_n\le u$ for all $n>N$, dividing by $n(n+1)$ and summing gives
$$\frac{l}{N+1}\le R_N\le\frac{u}{N+1}.$$
Now $n(n+1)a_n=(1+\tfrac1n)\,n^2a_n\to c$. Given $\varepsilon>0$, for all large $N$ we may take $l=c-\varepsilon/2$ and $u=c+\varepsilon/2$, hence $|(N+1)R_N-c|\le\varepsilon/2<\varepsilon$. So $(N+1)R_N\to c$, and
$$NR_N=\Bigl(1-\frac1{N+1}\Bigr)(N+1)R_N\to c.$$
This settles your worry: the corrections to $n(n+1)a_n$ are uniformly small over the whole tail, and the tail carries total weight $1/(N+1)$.

**Two truncations are combined.** For a weight $w$ and an integer $k\ge1$, the error of $wS_{kN}+(1-w)S_N$ is $wR_{kN}+(1-w)R_N$. Multiplied by $N$ it becomes
$$\frac wk\,(kN\,R_{kN})+(1-w)\,N R_N\;\to\;c\Bigl(\frac wk+1-w\Bigr).$$
For $c\ne0$ this limit is zero exactly when $w(k-1)=k$. With $k=2$ this gives $w=2$, your colleague's formula. In the smallest case, $k=1$, no weight works, because both truncations are the same number. For $c=0$ every weight gives limit zero.

**An example shows what remains.** Take $a_n=\frac1{(n+1)(n+2)}$, for which $c=1$, $S=1$ and $S_N=1-\frac1{N+2}$. Then
$$S-(2S_{2N}-S_N)=\frac1{N+1}-\frac1{N+2}=\frac1{(N+1)(N+2)}.$$
At $N=1$ the two truncated sums miss by $1/3$ and $1/4$, and the extrapolated value by $1/6$. At $N=0$ the two truncations coincide and nothing is gained: the error stays $1/2$.

**Boundedness of $n^2a_n$ is not enough.** For even $m\ge0$ let $a_n=4^{-m}$ when $2^m<n\le2^{m+1}$, and let all other $a_n$ vanish. Then $0\le n^2a_n\le4$. For $N=2^m$ with $m$ even, the bands from $N+1$ to $2N$ contribute $1/N$, and those beyond $2N$ contribute $\frac1N(\frac14+\frac1{16}+\dots)=\frac1{3N}$. The extrapolated error is the second number minus the first, $-\frac2{3N}$, so a $1/N$ error survives. This example, like the $G^{-6}$ estimate, is argued in prose and is absent from the Lean code below.

### What the Lean theorems say about the band sum

The sequence `a : ℕ → ℝ` holds the band contributions, and `bandSum a N` is $S_N$. Numbering starts at zero, so $S_N$ has $N+1$ terms; if your bands start at 1, set $a_0=0$. The hypothesis `h` is $n^2a_n\to c$, with $c$ of any sign or zero. Errors are counted as full sum minus approximation, so negative Coulomb-hole tails have $c\le0$.

The theorem `hyperbolic_extrapolation` says that there is a real $S$ such that `HasSum a S` holds (the series converges to $S$, in any order of summation), $N(S-S_N)\to c$, and $N(S-(2S_{2N}-S_N))\to0$. "Hyperbolic" refers to the curve $c/N$. In the other theorems the same $S$ appears as `∑' n, a n`.

`twoPoint a k w N` is $wS_{kN}+(1-w)S_N$, and `leading_error_cancels_iff` is the condition on the weight, for $c\ne0$ and $k\ge1$. `truncation_error_bounds` gives the two-sided bound at a fixed $N$, for a series already known to be summable. `modelBand` is the example with $c=1$.

The decay law is assumed and not derived from a Hamiltonian. For GW practice, the result supports extrapolating the empty-band sum at fixed screening, provided that this decay law holds. A production run with a finite basis has only finitely many bands, so it can at best approximate the start of the infinite sequence $a_n$. That sequence must also stay fixed: if the screened interaction or the basis changes along with $N$, the contributions change too, and the theorem doesn't apply to the resulting totals.

```lean
import Mathlib

open Filter Topology Finset

namespace GWBandConvergence

noncomputable section

/-- The sum of the contributions of all bands `n ≤ N`. -/
def bandSum (a : ℕ → ℝ) (N : ℕ) : ℝ := ∑ n ∈ range (N + 1), a n

/-- The combination `w S_(kN) + (1 - w) S_N` of two truncated band sums. -/
def twoPoint (a : ℕ → ℝ) (k : ℕ) (w : ℝ) (N : ℕ) : ℝ :=
  w * bandSum a (k * N) + (1 - w) * bandSum a N

/-- A model band contribution, `1 / ((n + 1) (n + 2))`. -/
def modelBand (n : ℕ) : ℝ := 1 / (((n : ℝ) + 1) * ((n : ℝ) + 2))

/-- The first `m` terms of `1 / (n (n + 1))` beyond `n = N` add up to
`1 / (N + 1) - 1 / (m + N + 1)`. -/
theorem sum_telescope (N m : ℕ) :
    ∑ k ∈ range m, 1 / (((k : ℝ) + N + 1) * ((k : ℝ) + N + 2))
      = 1 / ((N : ℝ) + 1) - 1 / ((m : ℝ) + N + 1) := by
  induction m with
  | zero => simp
  | succ m ih =>
    have h1 : (m : ℝ) + N + 1 ≠ 0 := by positivity
    have h2 : (m : ℝ) + N + 2 ≠ 0 := by positivity
    have h3 : 1 / (((m : ℝ) + N + 1) * ((m : ℝ) + N + 2))
        = 1 / ((m : ℝ) + N + 1) - 1 / ((m : ℝ) + N + 2) := by
      rw [div_sub_div _ _ h1 h2]
      congr 1
      ring
    have h4 : ((m + 1 : ℕ) : ℝ) + N + 1 = (m : ℝ) + N + 2 := by
      push_cast
      ring
    rw [sum_range_succ, ih, h3, h4]
    ring

/-- The terms `1 / (n (n + 1))` of all `n > N` add up to `1 / (N + 1)`. -/
theorem hasSum_telescope (N : ℕ) :
    HasSum (fun k : ℕ => 1 / (((k : ℝ) + N + 1) * ((k : ℝ) + N + 2)))
      (1 / ((N : ℝ) + 1)) := by
  rw [hasSum_iff_tendsto_nat_of_nonneg (fun k => by positivity)]
  have h0 : Tendsto (fun n : ℕ => 1 / ((n : ℝ) + 1)) atTop (𝓝 0) :=
    tendsto_one_div_add_atTop_nhds_zero_nat
  have h1 := (h0.comp (tendsto_add_atTop_nat N)).const_sub (1 / ((N : ℝ) + 1))
  rw [sub_zero] at h1
  refine h1.congr fun m => ?_
  rw [sum_telescope]
  simp only [Function.comp_apply, Nat.cast_add]

/-- Band contributions for which `n² a_n` has a finite limit are summable. -/
theorem summable_bands {a : ℕ → ℝ} {c : ℝ}
    (h : Tendsto (fun n : ℕ => (n : ℝ) ^ 2 * a n) atTop (𝓝 c)) : Summable a := by
  have hg : Summable (fun n : ℕ => (|c| + 1) * (1 / (n : ℝ) ^ 2)) :=
    (Real.summable_one_div_nat_pow.mpr (by norm_num)).mul_left _
  refine Summable.of_norm_bounded_eventually_nat
    (g := fun n : ℕ => (|c| + 1) * (1 / (n : ℝ) ^ 2)) hg ?_
  filter_upwards [h.abs.eventually_lt_const (lt_add_one |c|), eventually_gt_atTop 0]
    with n hn hpos
  have hp : (0 : ℝ) < (n : ℝ) ^ 2 := by positivity
  rw [abs_mul, abs_of_pos hp] at hn
  rw [Real.norm_eq_abs, mul_one_div, le_div_iff₀ hp]
  linarith

/-- Error bars for a truncated band sum: if a summable series of band contributions
has `l ≤ n (n + 1) a_n ≤ u` for every omitted band `n > N`, the missing part lies
between `l / (N + 1)` and `u / (N + 1)`. -/
theorem truncation_error_bounds {a : ℕ → ℝ} (hs : Summable a) {l u : ℝ} {N : ℕ}
    (hl : ∀ n : ℕ, N < n → l ≤ (n : ℝ) * (n + 1) * a n)
    (hu : ∀ n : ℕ, N < n → (n : ℝ) * (n + 1) * a n ≤ u) :
    l / ((N : ℝ) + 1) ≤ (∑' n, a n) - bandSum a N ∧
      (∑' n, a n) - bandSum a N ≤ u / ((N : ℝ) + 1) := by
  have ht : HasSum (fun k => a (k + (N + 1))) ((∑' n, a n) - bandSum a N) :=
    (hasSum_nat_add_iff' (N + 1)).mpr hs.hasSum
  -- compare the omitted bands term by term with the telescoping series
  have hlow : ∀ k : ℕ, l * (1 / (((k : ℝ) + N + 1) * ((k : ℝ) + N + 2)))
      ≤ a (k + (N + 1)) := by
    intro k
    have hp : 0 < ((k : ℝ) + N + 1) * ((k : ℝ) + N + 2) := by positivity
    have h := hl (k + (N + 1)) (by omega)
    push_cast at h
    rw [mul_one_div, div_le_iff₀ hp]
    linarith
  have hupp : ∀ k : ℕ, a (k + (N + 1))
      ≤ u * (1 / (((k : ℝ) + N + 1) * ((k : ℝ) + N + 2))) := by
    intro k
    have hp : 0 < ((k : ℝ) + N + 1) * ((k : ℝ) + N + 2) := by positivity
    have h := hu (k + (N + 1)) (by omega)
    push_cast at h
    rw [mul_one_div, le_div_iff₀ hp]
    linarith
  have h1 := hasSum_le hlow ((hasSum_telescope N).mul_left l) ht
  have h2 := hasSum_le hupp ht ((hasSum_telescope N).mul_left u)
  rw [mul_one_div] at h1 h2
  exact ⟨h1, h2⟩

/-- If `n² a_n → c`, the truncation error of the band sum obeys `N (S - S_N) → c`. -/
theorem truncation_error_limit {a : ℕ → ℝ} {c : ℝ}
    (h : Tendsto (fun n : ℕ => (n : ℝ) ^ 2 * a n) atTop (𝓝 c)) :
    Tendsto (fun N : ℕ => (N : ℝ) * ((∑' n, a n) - bandSum a N)) atTop (𝓝 c) := by
  have h0 : Tendsto (fun n : ℕ => 1 / (n : ℝ)) atTop (𝓝 0) :=
    tendsto_one_div_atTop_nhds_zero_nat
  -- replacing n² by n (n + 1) does not change the limit
  have h1 : Tendsto (fun n : ℕ => (n : ℝ) * (n + 1) * a n) atTop (𝓝 c) := by
    have h2 := h.mul (h0.const_add 1)
    rw [add_zero, mul_one] at h2
    refine h2.congr fun n => ?_
    rcases Nat.eq_zero_or_pos n with rfl | hn
    · simp
    · have hn' : (n : ℝ) * (1 / (n : ℝ)) = 1 := mul_one_div_cancel (by positivity)
      linear_combination (n : ℝ) * a n * hn'
  have h3 : Tendsto (fun N : ℕ => ((N : ℝ) + 1) * ((∑' n, a n) - bandSum a N))
      atTop (𝓝 c) := by
    rw [Metric.tendsto_atTop] at h1 ⊢
    intro ε hε
    obtain ⟨M, hM⟩ := h1 (ε / 2) (by positivity)
    refine ⟨M, fun N hN => ?_⟩
    have hb : ∀ n : ℕ, N < n → |(n : ℝ) * (n + 1) * a n - c| < ε / 2 := fun n hn => by
      have := hM n (by omega)
      rwa [Real.dist_eq] at this
    obtain ⟨hl, hu⟩ := truncation_error_bounds (summable_bands h)
      (l := c - ε / 2) (u := c + ε / 2) (N := N)
      (fun n hn => by linarith [(abs_lt.mp (hb n hn)).1])
      (fun n hn => by linarith [(abs_lt.mp (hb n hn)).2])
    have hp : (0 : ℝ) < (N : ℝ) + 1 := by positivity
    rw [div_le_iff₀ hp] at hl
    rw [le_div_iff₀ hp] at hu
    rw [Real.dist_eq, abs_lt]
    constructor <;> linarith
  have h4 : Tendsto (fun n : ℕ => 1 / ((n : ℝ) + 1)) atTop (𝓝 0) :=
    tendsto_one_div_add_atTop_nhds_zero_nat
  have h5 := h3.mul (h4.const_sub 1)
  rw [sub_zero, mul_one] at h5
  refine h5.congr fun N => ?_
  have hN : ((N : ℝ) + 1) * (1 / ((N : ℝ) + 1)) = 1 := mul_one_div_cancel (by positivity)
  linear_combination (-((∑' n, a n) - bandSum a N)) * hN

/-- If `n² a_n → c` and `k ≥ 1`, the error of `w S_(kN) + (1 - w) S_N`, multiplied
by `N`, tends to `c (w / k + 1 - w)`. -/
theorem twoPoint_error_limit {a : ℕ → ℝ} {c : ℝ}
    (h : Tendsto (fun n : ℕ => (n : ℝ) ^ 2 * a n) atTop (𝓝 c))
    {k : ℕ} (hk : 0 < k) (w : ℝ) :
    Tendsto (fun N : ℕ => (N : ℝ) * ((∑' n, a n) - twoPoint a k w N)) atTop
      (𝓝 (c * (w / k + 1 - w))) := by
  have hT := truncation_error_limit h
  have hkN : Tendsto (fun N : ℕ => k * N) atTop atTop :=
    tendsto_atTop_mono (fun N => Nat.le_mul_of_pos_left N hk) tendsto_id
  have h1 := ((hT.comp hkN).const_mul (w / k)).add (hT.const_mul (1 - w))
  have hc : w / k * c + (1 - w) * c = c * (w / k + 1 - w) := by ring
  rw [hc] at h1
  refine h1.congr fun N => ?_
  have hw : w / (k : ℝ) * k = w := div_mul_cancel₀ w (by positivity)
  simp only [Function.comp_apply, twoPoint, Nat.cast_mul]
  linear_combination (N : ℝ) * ((∑' n, a n) - bandSum a (k * N)) * hw

/-- If `n² a_n → c` with `c ≠ 0` and `k ≥ 1`, the combination `w S_(kN) + (1 - w) S_N`
is free of the `1 / N` error exactly when `w (k - 1) = k`. -/
theorem leading_error_cancels_iff {a : ℕ → ℝ} {c : ℝ}
    (h : Tendsto (fun n : ℕ => (n : ℝ) ^ 2 * a n) atTop (𝓝 c)) (hc : c ≠ 0)
    {k : ℕ} (hk : 0 < k) (w : ℝ) :
    Tendsto (fun N : ℕ => (N : ℝ) * ((∑' n, a n) - twoPoint a k w N)) atTop (𝓝 0)
      ↔ w * ((k : ℝ) - 1) = k := by
  have hL := twoPoint_error_limit h hk w
  have hk0 : (k : ℝ) ≠ 0 := by positivity
  have hq : w / (k : ℝ) * k = w := div_mul_cancel₀ w hk0
  constructor
  · intro h0
    have h1 := (mul_eq_zero.mp (tendsto_nhds_unique hL h0)).resolve_left hc
    linear_combination (-(k : ℝ)) * h1 + hq
  · intro hw
    have h1 : w / (k : ℝ) + 1 - w = 0 := by
      apply mul_left_cancel₀ hk0
      linear_combination hq - hw
    rwa [h1, mul_zero] at hL

/-- Hyperbolic band extrapolation: if `n² a_n → c`, the band sum converges to some `S`,
its truncation error obeys `N (S - S_N) → c`, and the extrapolated value
`2 S_(2N) - S_N` obeys `N (S - (2 S_(2N) - S_N)) → 0`. -/
theorem hyperbolic_extrapolation {a : ℕ → ℝ} {c : ℝ}
    (h : Tendsto (fun n : ℕ => (n : ℝ) ^ 2 * a n) atTop (𝓝 c)) :
    ∃ S : ℝ, HasSum a S ∧
      Tendsto (fun N : ℕ => (N : ℝ) * (S - bandSum a N)) atTop (𝓝 c) ∧
      Tendsto (fun N : ℕ => (N : ℝ) * (S - (2 * bandSum a (2 * N) - bandSum a N)))
        atTop (𝓝 0) := by
  refine ⟨∑' n, a n, (summable_bands h).hasSum, truncation_error_limit h, ?_⟩
  -- the weights 2 and -1 remove the leading error
  have h1 := twoPoint_error_limit h (k := 2) (by norm_num) 2
  have hz : c * ((2 : ℝ) / ((2 : ℕ) : ℝ) + 1 - 2) = 0 := by norm_num
  rw [hz] at h1
  refine h1.congr fun N => ?_
  simp only [twoPoint]
  ring

/-- The model contributions `1 / ((n + 1) (n + 2))` satisfy `n² a_n → 1`, and their
hyperbolic extrapolation misses the full sum by exactly `1 / ((N + 1) (N + 2))`. -/
theorem modelBand_extrapolation_error :
    Tendsto (fun n : ℕ => (n : ℝ) ^ 2 * modelBand n) atTop (𝓝 1) ∧
      ∀ N : ℕ, (∑' n, modelBand n) -
        (2 * bandSum modelBand (2 * N) - bandSum modelBand N)
          = 1 / (((N : ℝ) + 1) * ((N : ℝ) + 2)) := by
  constructor
  · have h1 : Tendsto (fun n : ℕ => 1 / ((n : ℝ) + 1)) atTop (𝓝 0) :=
      tendsto_one_div_add_atTop_nhds_zero_nat
    have h2 := h1.comp (tendsto_add_atTop_nat 1)
    have h3 := (h1.const_sub 1).mul ((h2.const_mul 2).const_sub 1)
    have hz : ((1 : ℝ) - 0) * (1 - 2 * 0) = 1 := by norm_num
    rw [hz] at h3
    refine h3.congr fun n => ?_
    have e1 : (n : ℝ) + 1 ≠ 0 := by positivity
    have e2 : (n : ℝ) + 2 ≠ 0 := by positivity
    have e3 : ((n + 1 : ℕ) : ℝ) + 1 = (n : ℝ) + 2 := by
      push_cast
      ring
    have e4 : 1 - 1 / ((n : ℝ) + 1) = n / ((n : ℝ) + 1) := by
      rw [eq_div_iff e1, sub_mul, div_mul_cancel₀ _ e1]
      ring
    have e5 : 1 - 2 * (1 / ((n : ℝ) + 2)) = n / ((n : ℝ) + 2) := by
      rw [eq_div_iff e2, sub_mul, mul_assoc, div_mul_cancel₀ _ e2]
      ring
    simp only [Function.comp_apply, modelBand]
    rw [e3, e4, e5, div_mul_div_comm, mul_one_div]
    congr 1
    ring
  · intro N
    have hS : (∑' n, modelBand n) = 1 := by
      have h := hasSum_telescope 0
      simp only [Nat.cast_zero, add_zero, zero_add, div_one] at h
      exact h.tsum_eq
    have hB : ∀ M : ℕ, bandSum modelBand M = 1 - 1 / ((M : ℝ) + 2) := by
      intro M
      have h := sum_telescope 0 (M + 1)
      simp only [Nat.cast_zero, add_zero, zero_add, div_one] at h
      have e : ((M + 1 : ℕ) : ℝ) + 1 = (M : ℝ) + 2 := by
        push_cast
        ring
      rw [e] at h
      exact h
    have e1 : (N : ℝ) + 1 ≠ 0 := by positivity
    have e2 : (N : ℝ) + 2 ≠ 0 := by positivity
    have e3 : 1 / (((2 * N : ℕ) : ℝ) + 2) = 1 / ((N : ℝ) + 1) / 2 := by
      rw [div_div]
      congr 1
      push_cast
      ring
    have e4 : 1 / (((N : ℝ) + 1) * ((N : ℝ) + 2))
        = 1 / ((N : ℝ) + 1) - 1 / ((N : ℝ) + 2) := by
      rw [div_sub_div _ _ e1 e2]
      congr 1
      ring
    rw [hS, hB, hB, e3, e4]
    ring

end

end GWBandConvergence
```

```lean
#print axioms GWBandConvergence.leading_error_cancels_iff
#print axioms GWBandConvergence.hyperbolic_extrapolation
#print axioms GWBandConvergence.modelBand_extrapolation_error
```

```
'GWBandConvergence.leading_error_cancels_iff' depends on axioms: [propext, Classical.choice, Quot.sound]
'GWBandConvergence.hyperbolic_extrapolation' depends on axioms: [propext, Classical.choice, Quot.sound]
'GWBandConvergence.modelBand_extrapolation_error' depends on axioms: [propext, Classical.choice, Quot.sound]
```

### From the telescoping sum to the extrapolated value

`sum_telescope` proves the finite telescoping identity by induction on the number of terms. Its index `k` counts bands beyond $N$, so $n=k+N+1$; it is not the ratio $k$ of the two truncations. `hasSum_telescope` lets the number of terms grow. As the terms are nonnegative, convergence of the partial sums is enough for `HasSum`.

`summable_bands` is the comparison with $(|c|+1)/n^2$. The `filter_upwards` step picks out the large $n$ for which $|n^2a_n|<|c|+1$.

In `truncation_error_bounds`, `hasSum_nat_add_iff'` identifies $S-S_N$ with the sum of the omitted bands. The facts `hlow` and `hupp` are the termwise inequalities, and `hasSum_le` sums each of them.

`truncation_error_limit` follows the derivation in three stages: `h1` replaces $n^2$ by $n(n+1)$, `h3` is the $\varepsilon$ argument for $(N+1)R_N$, and `h5` multiplies by $1-1/(N+1)$ to return to $NR_N$.

`twoPoint_error_limit` uses this limit twice, once along $N$ and once along $kN$, which goes to infinity because $k\ge1$. The final `linear_combination` checks that the weighted sum is the error of the combination. For `leading_error_cancels_iff`, uniqueness of limits turns a vanishing error into $c(w/k+1-w)=0$, and $c\ne0$ allows division by $c$; the converse puts the weight condition into the known limit.

`hyperbolic_extrapolation` assembles the convergence, the tail law, and the case $k=2$, $w=2$. In `modelBand_extrapolation_error`, the limit comes from writing $n^2a_n$ as $(1-\frac1{n+1})(1-\frac2{n+2})$. The exact error comes from the telescoping results started at zero, which give `hS` for the full sum and `hB` for every truncated one.
